# Stationary points of the coupled-pair functional as eigenvectors of a bordered matrix

Let $c$ be a vector of real amplitudes $c_i$ for finitely many orthonormal excited configurations, with the coefficient of the reference configuration fixed at one. The vector $v$ holds the couplings of these configurations to the reference. The real symmetric matrix $M$ is the Hamiltonian among them, with the reference energy subtracted from its diagonal. Write $\langle a,b\rangle=\sum_i a_ib_i$ and $\|c\|^2=\langle c,c\rangle$. The coupled-pair functional is

$$F(c)=\frac{2\langle v,c\rangle+\langle c,Mc\rangle}{D(c)},\qquad D(c)=1+g\|c\|^2,\qquad g\ge 0 .$$

The constant $g$ sets how strongly the excited configurations count in the normalisation. With $g=1$, $F(c)$ is the energy expectation value of the configuration-interaction trial state, relative to the reference energy; with $g=0$, $F$ is the functional of the linearised coupled-pair approximation. In its single-reference form, the averaged coupled-pair functional takes $g=2/N$ for $N$ correlated electrons, to reduce the size-consistency error of truncated configuration interaction.

A number subtracted from a matrix stands for that multiple of the identity. The bordered matrix and its trial vector are

$$B=\begin{pmatrix}0&\sqrt g\,v^{T}\\ \sqrt g\,v&M\end{pmatrix},\qquad \begin{pmatrix}1\\ \sqrt g\,c\end{pmatrix}.$$

## The amplitude equation and its eigenvalue form

The gradient of $F$ vanishes at $c$ exactly when

$$v+(M-gF(c))\,c=0 .$$

In that case $F(c)=\langle v,c\rangle$, and $(1,\sqrt g\,c)$ is an eigenvector of $B$ with eigenvalue $gF(c)$. For $g>0$ the converse holds too, so in a fixed finite configuration space with real amplitudes the stationary coupled-pair energies for such $g$ can be found with a symmetric eigenvalue solver.

**The gradient.** Since $D(c)\ge 1$, $F$ is differentiable everywhere. Along the line $c+td$, the symmetry of $M$ gives the numerator and denominator

$$2\langle v,c\rangle+\langle c,Mc\rangle+2t\langle d,v+Mc\rangle+t^2\langle d,Md\rangle,$$
$$D(c)+2tg\langle c,d\rangle+t^2g\|d\|^2 .$$

The quotient rule at $t=0$ gives the derivative in the direction $d$:

$$\frac{2\langle d,v+Mc\rangle-F(c)\,2g\langle c,d\rangle}{D(c)}=\frac{2}{D(c)}\,\langle d,\,v+(M-gF(c))c\rangle .$$

If the residual $r=v+(M-gF(c))c$ is zero, every directional derivative is zero. If every directional derivative is zero, the choice $d=r$ gives $\|r\|^2=0$, so $r=0$.

**The energy and the eigenvector.** Projecting the amplitude equation on $c$ gives $\langle v,c\rangle+\langle c,Mc\rangle=gF(c)\|c\|^2$. The definition of $F$ says $F(c)+gF(c)\|c\|^2=2\langle v,c\rangle+\langle c,Mc\rangle$. Adding the two equations and cancelling the common terms leaves $F(c)=\langle v,c\rangle$. Hence

$$B\begin{pmatrix}1\\ \sqrt g\,c\end{pmatrix}=\begin{pmatrix}g\langle v,c\rangle\\ \sqrt g\,(v+Mc)\end{pmatrix}=gF(c)\begin{pmatrix}1\\ \sqrt g\,c\end{pmatrix}.$$

**The converse.** Let $g>0$ and let $(1,\sqrt g\,c)$ be an eigenvector with eigenvalue $\varepsilon$. The upper row gives $g\langle v,c\rangle=\varepsilon$, and the lower rows, divided by $\sqrt g$, give $v+Mc=\varepsilon c$. Projecting the latter on $c$,

$$gF(c)D(c)=g\langle v,c\rangle+g\bigl(\langle v,c\rangle+\langle c,Mc\rangle\bigr)=\varepsilon+g\varepsilon\|c\|^2=\varepsilon D(c).$$

So $gF(c)=\varepsilon$, and $v+Mc=\varepsilon c$ is the amplitude equation.

**The error of a stationary energy.** Let $c$ be stationary and $d$ any change of amplitudes. Expanding the numerator and denominator at $c+d$ gives

$$D(c+d)\,[F(c+d)-F(c)]=2\langle d,v+(M-gF(c))c\rangle+\langle d,(M-gF(c))d\rangle ,$$

because the terms free of $d$ cancel by the definition of $F(c)$. The linear term vanishes, so

$$F(c+d)-F(c)=\frac{\langle d,(M-gF(c))d\rangle}{D(c+d)} .$$

Every vector has the form $c+d$ and $D$ is positive. Thus $c$ is a global minimum exactly when the numerator is nonnegative for all $d$.

## One excited configuration

Take $v=2$, $M=1$ and $g=\tfrac12$, in arbitrary energy units. The eigenvalues of $B$ satisfy $\varepsilon^2-\varepsilon-2=0$, so $\varepsilon=-1$ or $2$. The energies $F=\varepsilon/g$ are $-2$ and $4$, and $F=vc$ gives $c=-1$ and $c=2$. Direct substitution agrees: $F(-1)=(-4+1)/\tfrac32=-2$ and $F(2)=(8+4)/3=4$.

At $c=-1$ the shifted matrix is $1+1=2$, so this is the global minimum. Setting the amplitude to zero means $d=1$, and the error formula gives $2/1=2$, which is $F(0)-F(-1)$.

## Two stationary points with different energies

The same projection compares two stationary points $c$ and $c'$. Project the equation for $c$ on $c'$, project the equation for $c'$ on $c$, and subtract. The symmetry of $M$ leaves

$$(F(c')-F(c))\,(1+g\langle c,c'\rangle)=0 .$$

Stationary points with different energies therefore have orthogonal trial vectors $(1,\sqrt g\,c)$ and $(1,\sqrt g\,c')$; in the example, $1+\tfrac12(-1)(2)=0$. For $g\ne1$ the unscaled vectors $(1,c)$ and $(1,c')$, which represent the states themselves, are not orthogonal; in the example their inner product is $1+(-1)(2)=-1$. These relations are derived here by hand only.

## The functional and the bordered matrix in Lean

```lean
import Mathlib

open Matrix

namespace CoupledPairFunctional

noncomputable section

variable {n : Type*}
```

The type `n` labels the excited configurations. It is made finite where sums are needed, and it may be empty.

```lean
/-- The coupled-pair correlation energy `F(c) = (2⟨v,c⟩ + ⟨c,Mc⟩) / (1 + g‖c‖²)` of the
amplitudes `c`, on the domain where the denominator is nonzero (all `c` if `g ≥ 0`). -/
def coupledPair [Fintype n] (v : n → ℝ) (M : Matrix n n ℝ) (g : ℝ) (c : n → ℝ) : ℝ :=
  (2 * (v ⬝ᵥ c) + c ⬝ᵥ M *ᵥ c) / (1 + g * (c ⬝ᵥ c))
```

Amplitudes are functions `n → ℝ`, `⬝ᵥ` is the inner product $\langle\cdot,\cdot\rangle$, and `*ᵥ` applies a matrix to a vector. The squared norm is written `c ⬝ᵥ c`, so it is the Euclidean one. The couplings and the matrix are arbitrary data, not derived from a many-electron Hamiltonian.

```lean
/-- The matrix `M` bordered by `√g v`, with a zero in the corner of the reference state
(for `g ≥ 0`). -/
def bordered (v : n → ℝ) (M : Matrix n n ℝ) (g : ℝ) : Matrix (Unit ⊕ n) (Unit ⊕ n) ℝ :=
  Matrix.fromBlocks 0 (Matrix.of fun _ j => Real.sqrt g * v j)
    (Matrix.of fun i _ => Real.sqrt g * v i) M
```

The index type `Unit ⊕ n` adds one label, for the reference, to the excited ones.

```lean
/-- The vector `(1, √g c)`: reference coefficient one, amplitudes scaled by `√g`
(for `g ≥ 0`). -/
def trialVector (g : ℝ) (c : n → ℝ) : Unit ⊕ n → ℝ :=
  Sum.elim (fun _ => 1) (Real.sqrt g • c)
```

## Positivity, differentiability and the matrix product

```lean
variable [Fintype n] {v : n → ℝ} {M : Matrix n n ℝ} {g : ℝ}

/-- For `g ≥ 0` the denominator `1 + g‖c‖²` is positive. -/
theorem denominator_pos (hg : 0 ≤ g) (c : n → ℝ) : 0 < 1 + g * (c ⬝ᵥ c) := by
  have h : 0 ≤ c ⬝ᵥ c := Finset.sum_nonneg fun i _ => mul_self_nonneg (c i)
  positivity
```

The squared norm is a sum of squares, which makes the denominator positive.

```lean
/-- For `g ≥ 0`, the energy times the denominator is the numerator of the functional. -/
theorem coupledPair_mul_denominator (hg : 0 ≤ g) (c : n → ℝ) :
    coupledPair v M g c * (1 + g * (c ⬝ᵥ c)) = 2 * (v ⬝ᵥ c) + c ⬝ᵥ M *ᵥ c :=
  (eq_div_iff (denominator_pos hg c).ne').mp rfl
```

This is the definition of $F$ multiplied out, the form used in the projections.

```lean
/-- For `g ≥ 0` the coupled-pair functional is differentiable at all amplitudes. -/
theorem coupledPair_differentiableAt (hg : 0 ≤ g) (c : n → ℝ) :
    DifferentiableAt ℝ (coupledPair v M g) c := by
  have h : 1 + g * ∑ i, c i * c i ≠ 0 := (denominator_pos hg c).ne'
  show DifferentiableAt ℝ (fun x : n → ℝ =>
    (2 * ∑ i, v i * x i + ∑ i, x i * ∑ j, M i j * x j) / (1 + g * ∑ i, x i * x i)) c
  fun_prop (disch := exact h)
```

Lean's `fderiv` is zero by convention where a function is not differentiable. This theorem ensures that a zero `fderiv` here means a vanishing gradient.

```lean
/-- For `g ≥ 0` the bordered matrix sends `(1, √g c)` to `(g⟨v,c⟩, √g (v + Mc))`. -/
theorem bordered_mulVec (hg : 0 ≤ g) (c : n → ℝ) :
    bordered v M g *ᵥ trialVector g c =
      Sum.elim (fun _ => g * (v ⬝ᵥ c)) (Real.sqrt g • (v + M *ᵥ c)) := by
  ext (i | i)
  · simp only [bordered, trialVector, Matrix.mulVec, dotProduct, Fintype.sum_sum_type,
      Matrix.fromBlocks_apply₁₁, Matrix.fromBlocks_apply₁₂, Matrix.zero_apply, Matrix.of_apply,
      Sum.elim_inl, Sum.elim_inr, Pi.smul_apply, smul_eq_mul, zero_mul,
      Finset.sum_const_zero, zero_add, Finset.mul_sum]
    exact Finset.sum_congr rfl fun j _ => by
      linear_combination (v j * c j) * Real.mul_self_sqrt hg
  · simp only [bordered, trialVector, Matrix.mulVec, dotProduct, Fintype.sum_sum_type,
      Matrix.fromBlocks_apply₂₁, Matrix.fromBlocks_apply₂₂, Matrix.of_apply,
      Sum.elim_inl, Sum.elim_inr, Pi.smul_apply, Pi.add_apply, smul_eq_mul, mul_one,
      Finset.univ_unique, Finset.sum_singleton, mul_add, Finset.mul_sum]
    congr 1
    exact Finset.sum_congr rfl fun j _ => by ring
```

The two cases are the reference row and the excited rows. The first uses $\sqrt g\sqrt g=g$.

```lean
variable [DecidableEq n]

/-- The shifted matrix `M - s` acts on amplitudes as `Mc - s c`. -/
theorem shifted_mulVec (M : Matrix n n ℝ) (s : ℝ) (c : n → ℝ) :
    (M - s • (1 : Matrix n n ℝ)) *ᵥ c = M *ᵥ c - s • c := by
  rw [Matrix.sub_mulVec, Matrix.smul_mulVec, Matrix.one_mulVec]
```

## The derivative in an arbitrary direction

```lean
/-- For symmetric `M` and `g ≥ 0`, the derivative of `F` at `c` in the direction `d` is
`2⟨d, v + (M - gF)c⟩ / (1 + g‖c‖²)`. -/
theorem fderiv_coupledPair (hM : M.IsSymm) (hg : 0 ≤ g) (c d : n → ℝ) :
    fderiv ℝ (coupledPair v M g) c d = 2 / (1 + g * (c ⬝ᵥ c)) *
      (d ⬝ᵥ (v + (M - (g * coupledPair v M g c) • (1 : Matrix n n ℝ)) *ᵥ c)) := by
  have hD := (denominator_pos hg c).ne'
  have hs : c ⬝ᵥ M *ᵥ d = d ⬝ᵥ M *ᵥ c := by
    rw [Matrix.dotProduct_mulVec, ← Matrix.mulVec_transpose, hM.eq, dotProduct_comm]
  -- on a line through `c`, numerator and denominator are quadratic polynomials
  have hq (p q r : ℝ) : HasDerivAt (fun t : ℝ => p + t * q + t * t * r) q 0 := by
    have h := (((hasDerivAt_id' (0 : ℝ)).mul_const q).const_add p).fun_add
      (((hasDerivAt_id' (0 : ℝ)).fun_mul (hasDerivAt_id' (0 : ℝ))).mul_const r)
    exact h.congr_deriv (by simp)
  have hline : (fun t : ℝ => coupledPair v M g (c + t • d)) = fun t : ℝ =>
      ((2 * (v ⬝ᵥ c) + c ⬝ᵥ M *ᵥ c) + t * (2 * (v ⬝ᵥ d + d ⬝ᵥ M *ᵥ c))
        + t * t * (d ⬝ᵥ M *ᵥ d)) /
      ((1 + g * (c ⬝ᵥ c)) + t * (2 * g * (c ⬝ᵥ d)) + t * t * (g * (d ⬝ᵥ d))) := by
    funext t
    simp only [coupledPair, Matrix.mulVec_add, Matrix.mulVec_smul, dotProduct_add,
      add_dotProduct, dotProduct_smul, smul_dotProduct, smul_eq_mul, hs, dotProduct_comm d c]
    congr 1 <;> ring
  have hder : HasLineDerivAt ℝ (coupledPair v M g) (2 / (1 + g * (c ⬝ᵥ c)) *
      (d ⬝ᵥ (v + (M - (g * coupledPair v M g c) • (1 : Matrix n n ℝ)) *ᵥ c))) c d := by
    unfold HasLineDerivAt
    rw [hline]
    refine ((hq _ _ _).fun_div (hq _ _ _) (by simpa using hD)).congr_deriv ?_
    rw [shifted_mulVec, dotProduct_add, dotProduct_sub, dotProduct_smul, smul_eq_mul,
      dotProduct_comm d v, dotProduct_comm d c]
    simp only [zero_mul, add_zero, coupledPair]
    field_simp
    ring
  rw [← (coupledPair_differentiableAt hg c).lineDeriv_eq_fderiv, hder.lineDeriv]
```

Here `hs` is the symmetry of $M$ in the form $\langle c,Md\rangle=\langle d,Mc\rangle$, and `hline` expands the functional along $c+td$. By `hq`, the derivative of a quadratic polynomial at zero is its linear coefficient. The quotient rule then gives `hder`, and differentiability identifies this line derivative with `fderiv` applied to `d`.

## Stationarity, energy and eigenvector

```lean
/-- For symmetric `M` and `g ≥ 0`, the gradient of `F` vanishes at `c` exactly when
`v + (M - gF)c = 0`; then `F = ⟨v,c⟩`, and `(1, √g c)` is an eigenvector of the bordered
matrix with eigenvalue `gF`. -/
theorem stationary_coupledPair (hM : M.IsSymm) (hg : 0 ≤ g) (c : n → ℝ) :
    (fderiv ℝ (coupledPair v M g) c = 0 ↔
      v + (M - (g * coupledPair v M g c) • (1 : Matrix n n ℝ)) *ᵥ c = 0) ∧
    (fderiv ℝ (coupledPair v M g) c = 0 →
      coupledPair v M g c = v ⬝ᵥ c ∧
      Module.End.HasEigenvector (Matrix.toLin' (bordered v M g))
        (g * coupledPair v M g c) (trialVector g c)) := by
  have hD := denominator_pos hg c
  have hiff : fderiv ℝ (coupledPair v M g) c = 0 ↔
      v + (M - (g * coupledPair v M g c) • (1 : Matrix n n ℝ)) *ᵥ c = 0 := by
    constructor
    · intro h
      -- test the derivative in the direction of the residual itself
      have h1 := fderiv_coupledPair (v := v) hM hg c
        (v + (M - (g * coupledPair v M g c) • (1 : Matrix n n ℝ)) *ᵥ c)
      rw [h] at h1
      have h2 := (mul_eq_zero.mp h1.symm).resolve_left (div_pos two_pos hD).ne'
      exact dotProduct_self_eq_zero.mp h2
    · intro h
      refine ContinuousLinearMap.ext fun d => ?_
      have h0 : fderiv ℝ (coupledPair v M g) c d = 0 := by
        rw [fderiv_coupledPair hM hg, h, dotProduct_zero, mul_zero]
      exact h0
  refine ⟨hiff, fun hst => ?_⟩
  have h := hiff.mp hst
  rw [shifted_mulVec] at h
  have hamp : v + M *ᵥ c = (g * coupledPair v M g c) • c := by
    linear_combination (norm := module) h
  -- project the amplitude equation on `c`
  have hc := congrArg (fun x => c ⬝ᵥ x) hamp
  simp only [dotProduct_add, dotProduct_smul, smul_eq_mul, dotProduct_comm c v] at hc
  have hE : coupledPair v M g c = v ⬝ᵥ c := by
    linear_combination coupledPair_mul_denominator (v := v) (M := M) hg c + hc
  refine ⟨hE, Module.End.mem_eigenspace_iff.mpr ?_, fun h0 => ?_⟩
  · rw [Matrix.toLin'_apply, bordered_mulVec hg, hamp]
    ext (i | i)
    · simp only [trialVector, Sum.elim_inl, Pi.smul_apply, smul_eq_mul, mul_one]
      rw [← hE]
    · simp only [trialVector, Sum.elim_inr, Pi.smul_apply, smul_eq_mul]
      ring
  · have h1 := congrFun h0 (Sum.inl ())
    simp [trialVector] at h1
```

The first conjunct is the equivalence with the amplitude equation; the second gives the energy and the eigenvector at a stationary point. The theorem does not say that a stationary point exists.

In the proof, `h1` is the derivative in the direction of the residual, `hamp` is the amplitude equation as $v+Mc=gF(c)\,c$, and `hc` is its projection on $c$. `HasEigenvector` also requires a nonzero vector, which the reference entry 1 guarantees.

```lean
/-- Conversely, for symmetric `M` and `g > 0`, if `(1, √g c)` is an eigenvector of the
bordered matrix with eigenvalue `ε`, then `c` is a stationary point of `F` and `gF(c) = ε`. -/
theorem stationary_of_eigenvector (hM : M.IsSymm) (hg : 0 < g) {c : n → ℝ} {ε : ℝ}
    (h : Module.End.HasEigenvector (Matrix.toLin' (bordered v M g)) ε (trialVector g c)) :
    fderiv ℝ (coupledPair v M g) c = 0 ∧ g * coupledPair v M g c = ε := by
  have he := h.apply_eq_smul
  rw [Matrix.toLin'_apply, bordered_mulVec hg.le] at he
  have htop := congrFun he (Sum.inl ())
  simp only [trialVector, Sum.elim_inl, Pi.smul_apply, smul_eq_mul, mul_one] at htop
  have hamp : v + M *ᵥ c = ε • c := by
    ext i
    have hi := congrFun he (Sum.inr i)
    simp only [trialVector, Sum.elim_inr, Pi.smul_apply, Pi.add_apply, smul_eq_mul] at hi ⊢
    exact mul_left_cancel₀ (Real.sqrt_pos.mpr hg).ne' (by linear_combination hi)
  have hc := congrArg (fun x => c ⬝ᵥ x) hamp
  simp only [dotProduct_add, dotProduct_smul, smul_eq_mul, dotProduct_comm c v] at hc
  have hE : g * coupledPair v M g c = ε := by
    refine mul_right_cancel₀ (denominator_pos hg.le c).ne' ?_
    linear_combination g * coupledPair_mul_denominator (v := v) (M := M) hg.le c + g * hc + htop
  refine ⟨(stationary_coupledPair hM hg.le c).1.mpr ?_, hE⟩
  rw [hE, shifted_mulVec]
  linear_combination (norm := module) hamp
```

The hypothesis is now `0 < g`, which permits the division by $\sqrt g$. At $g=0$ the trial vector is $(1,0)$ for every $c$, an eigenvector with eigenvalue zero whether or not $c$ is stationary. For $g>0$, an eigenvector with a nonzero reference entry can be rescaled to the required form; one with a zero reference entry corresponds to no finite $c$.

## The exact error and the global minimum

```lean
/-- For symmetric `M` and `g ≥ 0`, an amplitude error `d` at a stationary point `c` changes
the energy by exactly `⟨d, (M - gF(c))d⟩ / (1 + g‖c + d‖²)`. -/
theorem energy_error (hM : M.IsSymm) (hg : 0 ≤ g) {c : n → ℝ}
    (hst : fderiv ℝ (coupledPair v M g) c = 0) (d : n → ℝ) :
    coupledPair v M g (c + d) - coupledPair v M g c =
      (d ⬝ᵥ (M - (g * coupledPair v M g c) • (1 : Matrix n n ℝ)) *ᵥ d) /
        (1 + g * ((c + d) ⬝ᵥ (c + d))) := by
  have hs : c ⬝ᵥ M *ᵥ d = d ⬝ᵥ M *ᵥ c := by
    rw [Matrix.dotProduct_mulVec, ← Matrix.mulVec_transpose, hM.eq, dotProduct_comm]
  have hF := coupledPair_mul_denominator (v := v) (M := M) hg c
  -- the term linear in `d` vanishes by the amplitude equation
  have he := congrArg (fun x => d ⬝ᵥ x) ((stationary_coupledPair hM hg c).1.mp hst)
  simp only [shifted_mulVec, dotProduct_add, dotProduct_sub, dotProduct_smul, smul_eq_mul,
    dotProduct_zero, dotProduct_comm d v, dotProduct_comm d c] at he
  rw [eq_div_iff (denominator_pos hg (c + d)).ne', sub_mul,
    coupledPair_mul_denominator hg (c + d), shifted_mulVec]
  simp only [Matrix.mulVec_add, dotProduct_add, add_dotProduct, dotProduct_sub,
    dotProduct_smul, smul_eq_mul, hs, dotProduct_comm d c]
  linear_combination 2 * he - hF
```

The identity holds for a `d` of any size. The fact `he` is the amplitude equation projected on `d`, which removes the linear term; the final `linear_combination` is the expansion done by hand.

```lean
/-- For symmetric `M` and `g ≥ 0`, a stationary point `c` is a global minimum of `F` exactly
when the quadratic form of `M - gF(c)` is nonnegative. -/
theorem global_minimum_iff (hM : M.IsSymm) (hg : 0 ≤ g) {c : n → ℝ}
    (hst : fderiv ℝ (coupledPair v M g) c = 0) :
    (∀ x, coupledPair v M g c ≤ coupledPair v M g x) ↔
      ∀ d, 0 ≤ d ⬝ᵥ (M - (g * coupledPair v M g c) • (1 : Matrix n n ℝ)) *ᵥ d := by
  constructor
  · intro h d
    have h1 := energy_error hM hg hst d
    have hD := denominator_pos hg (c + d)
    rw [eq_div_iff hD.ne'] at h1
    rw [← h1]
    exact mul_nonneg (sub_nonneg.mpr (h (c + d))) hD.le
  · intro h x
    have h1 := energy_error hM hg hst (x - c)
    have h2 := div_nonneg (h (x - c)) (denominator_pos hg (c + (x - c))).le
    rw [← h1, add_sub_cancel] at h2
    exact sub_nonneg.mp h2

end

end CoupledPairFunctional
```

One direction multiplies the error formula by the positive denominator. The other applies the formula with $d=x-c$.

```lean
#print axioms CoupledPairFunctional.stationary_of_eigenvector
#print axioms CoupledPairFunctional.global_minimum_iff
```

```
'CoupledPairFunctional.stationary_of_eigenvector' depends on axioms: [propext, Classical.choice, Quot.sound]
'CoupledPairFunctional.global_minimum_iff' depends on axioms: [propext, Classical.choice, Quot.sound]
```
